# An initially filled singlet's population depends on its couplings to degenerate triplet sublevels only through their root-sum-square

## Can three spin-orbit couplings cancel each other?

A molecule sits in an excited singlet state, close in energy to a triplet whose three sublevels are degenerate. My electronic-structure program gives me three complex spin-orbit couplings, one for each sublevel. If I rotate the spin axes, all three numbers can change, and in some bases two of them have opposite signs. Before I add surface hops, I want to understand the coherent transfer at a fixed geometry. Which coupling sets its speed and depth: the largest one, the sum, or something else? And can couplings of opposite sign cancel and keep the molecule in the singlet?

## They cannot: the squared magnitudes add

Put the triplet sublevels at energy zero and the singlet at energy \(D\), with \(\hbar=1\). Let \(V_k\) be the matrix element from the singlet to sublevel \(k\), and let \(s(t)\) and \(c_k(t)\) be the singlet and triplet amplitudes, with \(s(0)=1\) and \(c_k(0)=0\). The Schrödinger equation reads

\[
i\dot s = D s+\sum_k \overline{V_k}\,c_k,\qquad i\dot c_k=V_k\,s .
\]

The singlet feels the triplets only through the sum \(B=\sum_k\overline{V_k}c_k\). Differentiating it gives

\[
i\dot B=\sum_k\overline{V_k}V_k\,s=v^2 s,\qquad v=\sqrt{\textstyle\sum_k|V_k|^2}.
\]

Each coupling meets its own complex conjugate, so signs and phases disappear. Two couplings \(g\) and \(-g\) sum to zero, yet they give \(v=\sqrt2\,|g|\).

To solve the equations, take a real number \(E\) and compute

\[
i\frac{d}{dt}(Es+B)=(DE+v^2)s+EB .
\]

If \(E^2=DE+v^2\), the right side is \(E(Es+B)\), so \(Es+B=E\,e^{-iEt}\), where the prefactor is the initial value. The two roots are

\[
E_\pm=\frac{D\pm W}{2},\qquad W=\sqrt{D^2+4v^2},\qquad E_+-E_-=W,\qquad E_+E_-=-v^2 .
\]

If at least one coupling is nonzero, then \(W>0\). Subtracting the two combinations and dividing by \(W\) gives \(s\); integrating \(i\dot c_k=V_ks\) then gives \(c_k\):

\[
s=\frac{E_+e^{-iE_+t}-E_-e^{-iE_-t}}{W},\qquad
c_k=\frac{V_k\,(e^{-iE_+t}-e^{-iE_-t})}{W}.
\]

These amplitudes do solve the equations. The triplet equation holds by construction, and for the singlet \(E_\pm^2=DE_\pm+v^2\) gives

\[
i\dot s=\frac{E_+^2e^{-iE_+t}-E_-^2e^{-iE_-t}}{W}
=Ds+\frac{v^2(e^{-iE_+t}-e^{-iE_-t})}{W}=Ds+B .
\]

For real \(p,q,a,b\), two interfering phases obey

\[
|p\,e^{-iat}-q\,e^{-ibt}|^2=p^2+q^2-2pq\cos((a-b)t)=(p-q)^2+4pq\sin^2\frac{(a-b)t}{2}.
\]

With \(p=a=E_+\) and \(q=b=E_-\), division by \(W^2\) yields

\[
|s(t)|^2=1-\frac{4v^2}{W^2}\sin^2\frac{Wt}{2}.
\]

With \(p=q=1\), the same identity gives \(|c_k|^2=4|V_k|^2\sin^2(Wt/2)/W^2\), so sublevel \(k\) receives the fraction \(|V_k|^2/v^2\) of the lost population. These shares do depend on the basis. The singlet population does not: a unitary change of sublevel basis \(U\) replaces \(V\) by \(UV\), leaves the triplet block at zero and preserves \(v\).

For surface hopping, this gives a reference for the electronic propagation at frozen nuclei and with degenerate sublevels: three explicit sublevels and a single effective one with coupling \(v\), both propagated from the pure singlet, must produce the same singlet population.

**What the Lean theorems say.** The type `Option ι` labels the states: `none` is the singlet and `some k` a triplet sublevel, with `ι` any finite type. The matrix `hamiltonian D V` has `V k` in the triplet row and its conjugate in the singlet row. The definitions `coupling`, `splitting`, `upper` and `lower` are \(v\), \(W\), \(E_+\) and \(E_-\). `Evolves D V ψ` says that `ψ` starts in the singlet and satisfies \(\dot\psi=-iH\psi\) at every real time.

The theorem `singlet_population` takes `V ≠ 0` and any such `ψ`, and concludes that \(W>0\) and that the population formula holds for all \(t\). The condition on `V` rules out the case \(D=v=0\), where \(W\) vanishes. By `evolves_iff`, exactly one such evolution exists when `V ≠ 0`. The branching rule `sublevel_branching` is multiplied through by \(v^2\), so it also holds at zero coupling. `population_eq_of_coupling_eq` compares two systems with equal \(D\) and \(v\), even with different numbers of sublevels, and `coupling_unitary` says that \(v\) survives a unitary change of basis.

The model has constant \(D\) and \(V\), no zero-field splitting, no nuclear motion, no decoherence and no hops. If the sublevels had different energies, \(D\) and \(v\) would in general no longer determine the singlet population.

**How the proof is built.** `stationary_phase` solves \(i\dot f=Ef\): multiplying \(f\) by the inverse phase leaves a function with zero derivative, hence a constant. `interference` is the two-phase identity, `schrodinger_components` splits the matrix equation into the two component equations, `coupling_spec` supplies \(\sum_k\overline{V_k}V_k=v^2\), and `level_relations` collects the facts about \(E_\pm\).

In `evolves_iff`, the step `mode` establishes \(Es+B=Ee^{-iEt}\) for each root, and `linear_combination` subtracts the two results to obtain \(s\). Each triplet amplitude then differs from the explicit one by a function with zero derivative and zero initial value. The converse direction differentiates `rabiState` and uses the quadratic equation for \(E_\pm\), as above. `singlet_population` inserts the explicit state into `interference`, and `sublevel_branching` does the same with unit weights. The comparison of two systems treats zero coupling separately, where both singlet amplitudes are the same pure phase. `coupling_unitary` uses \(U^\dagger U=1\).

```lean
import Mathlib

open Matrix
open scoped ComplexConjugate

noncomputable section

namespace IntersystemCrossing

variable {ι κ : Type*}

/-- The Hamiltonian of a singlet (`none`) at energy `D`, coupled through `V` to triplet
sublevels (`some k`) at energy zero. -/
def hamiltonian (D : ℝ) (V : ι → ℂ) : Matrix (Option ι) (Option ι) ℂ :=
  Matrix.of fun i j => match i, j with
    | none, none => (D : ℂ)
    | none, some k => conj (V k)
    | some k, none => V k
    | some _, some _ => 0

/-- The pure singlet state. -/
def singlet : Option ι → ℂ
  | none => 1
  | some _ => 0

/-- The phase factor `exp(-iEt)` of a state of energy `E`. -/
def phase (E t : ℝ) : ℂ := Complex.exp (-(Complex.I * E) * t)

variable [Fintype ι] [Fintype κ]

/-- The root-sum-square coupling `v`. -/
def coupling (V : ι → ℂ) : ℝ := Real.sqrt (∑ k, ‖V k‖ ^ 2)

/-- The oscillation frequency `W = √(D² + 4v²)`. -/
def splitting (D : ℝ) (V : ι → ℂ) : ℝ := Real.sqrt (D ^ 2 + 4 * coupling V ^ 2)

/-- The energy `(D + W)/2`. -/
def upper (D : ℝ) (V : ι → ℂ) : ℝ := (D + splitting D V) / 2

/-- The energy `(D - W)/2`. -/
def lower (D : ℝ) (V : ι → ℂ) : ℝ := (D - splitting D V) / 2

/-- The state `ψ` starts in the singlet and obeys the Schrödinger equation with `ħ = 1`. -/
def Evolves (D : ℝ) (V : ι → ℂ) (ψ : ℝ → Option ι → ℂ) : Prop :=
  ψ 0 = singlet ∧ ∀ t, HasDerivAt ψ ((-Complex.I) • (hamiltonian D V *ᵥ ψ t)) t

/-- Explicit singlet and triplet amplitudes at time `t`, meant for `W ≠ 0`. -/
def rabiState (D : ℝ) (V : ι → ℂ) (t : ℝ) : Option ι → ℂ
  | none => (upper D V * phase (upper D V) t - lower D V * phase (lower D V) t) / splitting D V
  | some k => V k * (phase (upper D V) t - phase (lower D V) t) / splitting D V

/-- The phase factor solves `i f' = E f`, and every solution is its initial value times
this factor. -/
theorem stationary_phase (E : ℝ) :
    (∀ t, HasDerivAt (phase E) (-Complex.I * (E * phase E t)) t) ∧
    ∀ f : ℝ → ℂ, (∀ t, HasDerivAt f (-Complex.I * (E * f t)) t) →
      ∀ t, f t = f 0 * phase E t := by
  have hph : ∀ E t : ℝ, HasDerivAt (phase E) (-Complex.I * (E * phase E t)) t := by
    intro E t
    have h1 : HasDerivAt (fun x : ℝ => (x : ℂ)) 1 t := by
      simpa using (hasDerivAt_id t).ofReal_comp
    have h2 := (h1.const_mul (-(Complex.I * (E : ℂ)))).cexp
    refine HasDerivAt.congr_deriv h2 ?_
    simp only [phase]
    ring
  refine ⟨hph E, fun f hf t => ?_⟩
  -- removing the phase leaves a constant
  have hd : ∀ x, HasDerivAt (fun x => f x * phase (-E) x) 0 x := fun x =>
    ((hf x).fun_mul (hph (-E) x)).congr_deriv (by push_cast; ring)
  have hc := is_const_of_deriv_eq_zero (fun x => (hd x).differentiableAt)
    (fun x => (hd x).deriv) t 0
  have h0 : phase (-E) 0 = 1 := by simp [phase]
  have hp : phase (-E) t * phase E t = 1 := by
    unfold phase
    rw [← Complex.exp_add, ← Complex.exp_zero]
    congr 1
    push_cast
    ring
  simp only [h0, mul_one] at hc
  linear_combination phase E t * hc - f t * hp

/-- The squared magnitude of the difference of two phase factors with real weights `p`, `q` and
energies `a`, `b` depends on time only through the difference of the energies. -/
theorem interference (p q a b t : ℝ) :
    ‖(p : ℂ) * phase a t - q * phase b t‖ ^ 2 =
      (p - q) ^ 2 + 4 * (p * q) * Real.sin ((a - b) * t / 2) ^ 2 := by
  have h : ∀ E : ℝ, phase E t = ⟨Real.cos (E * t), -Real.sin (E * t)⟩ := fun E =>
    Complex.ext (by simp [phase, Complex.exp_re]) (by simp [phase, Complex.exp_im])
  have hc := Real.cos_sub (a * t) (b * t)
  have h2 := Real.cos_two_mul ((a - b) * t / 2)
  have h3 := Real.sin_sq_add_cos_sq ((a - b) * t / 2)
  rw [show 2 * ((a - b) * t / 2) = a * t - b * t by ring] at h2
  rw [h, h, ← Complex.normSq_eq_norm_sq, Complex.normSq_apply]
  simp only [Complex.sub_re, Complex.sub_im, Complex.mul_re, Complex.mul_im,
    Complex.ofReal_re, Complex.ofReal_im]
  linear_combination p ^ 2 * Real.sin_sq_add_cos_sq (a * t) +
    q ^ 2 * Real.sin_sq_add_cos_sq (b * t) + 2 * p * q * hc - 2 * p * q * h2 -
    4 * p * q * h3

/-- The Schrödinger equation in components: the singlet is driven by one weighted sum of
triplet amplitudes, and each triplet amplitude by the singlet alone. -/
theorem schrodinger_components (D : ℝ) (V : ι → ℂ) (ψ : ℝ → Option ι → ℂ) (t : ℝ) :
    HasDerivAt ψ ((-Complex.I) • (hamiltonian D V *ᵥ ψ t)) t ↔
    HasDerivAt (fun x => ψ x none)
      (-Complex.I * (D * ψ t none + ∑ k, conj (V k) * ψ t (some k))) t ∧
    ∀ k, HasDerivAt (fun x => ψ x (some k)) (-Complex.I * (V k * ψ t none)) t := by
  rw [hasDerivAt_pi, Option.forall]
  simp [hamiltonian, Matrix.mulVec, dotProduct, Fintype.sum_option]

/-- The squared coupling is the Hermitian square of `V`, and `v` is positive when `V` is
nonzero. -/
theorem coupling_spec (V : ι → ℂ) :
    ∑ k, conj (V k) * V k = (coupling V : ℂ) ^ 2 ∧ (V ≠ 0 → 0 < coupling V) := by
  constructor
  · have h : coupling V ^ 2 = ∑ k, ‖V k‖ ^ 2 := Real.sq_sqrt (by positivity)
    rw [← Complex.ofReal_pow, h, Complex.ofReal_sum]
    refine Finset.sum_congr rfl fun k _ => ?_
    rw [Complex.conj_mul', Complex.ofReal_pow]
  · intro hV
    obtain ⟨k, hk⟩ := Function.ne_iff.mp hV
    have hk' : 0 < ‖V k‖ := norm_pos_iff.mpr hk
    exact Real.sqrt_pos.mpr (Finset.sum_pos' (fun _ _ => by positivity)
      ⟨k, Finset.mem_univ k, by positivity⟩)

/-- The energies `(D ± W)/2` solve `E² = DE + v²`; they differ by `W` and have product
`-v²`. -/
theorem level_relations (D : ℝ) (V : ι → ℂ) :
    upper D V ^ 2 = D * upper D V + coupling V ^ 2 ∧
    lower D V ^ 2 = D * lower D V + coupling V ^ 2 ∧
    upper D V - lower D V = splitting D V ∧
    upper D V * lower D V = -coupling V ^ 2 := by
  have hW : splitting D V ^ 2 = D ^ 2 + 4 * coupling V ^ 2 := Real.sq_sqrt (by positivity)
  unfold upper lower
  refine ⟨?_, ?_, by ring, ?_⟩
  · linear_combination (1 / 4) * hW
  · linear_combination (1 / 4) * hW
  · linear_combination (-1 / 4) * hW

/-- For nonzero coupling, the explicit state is the one and only evolution that starts in
the singlet. -/
theorem evolves_iff {D : ℝ} {V : ι → ℂ} (hV : V ≠ 0) (ψ : ℝ → Option ι → ℂ) :
    Evolves D V ψ ↔ ψ = rabiState D V := by
  obtain ⟨hu, hl, hd, -⟩ := level_relations D V
  have hv := (coupling_spec V).2 hV
  have hW : (splitting D V : ℂ) ≠ 0 :=
    Complex.ofReal_ne_zero.mpr (Real.sqrt_pos.mpr (by positivity)).ne'
  have hd' : (upper D V : ℂ) - lower D V = splitting D V := by exact_mod_cast hd
  have hT : ∀ k t, HasDerivAt (fun x => rabiState D V x (some k))
      (-Complex.I * (V k * rabiState D V t none)) t := fun k t =>
    (((((stationary_phase (upper D V)).1 t).fun_sub
      ((stationary_phase (lower D V)).1 t)).const_mul (V k)).div_const _).congr_deriv
      (by simp only [rabiState]; ring)
  have h0 : rabiState D V 0 = singlet := by
    funext o
    cases o with
    | none =>
      simp only [rabiState, singlet, phase, Complex.ofReal_zero, mul_zero,
        Complex.exp_zero, mul_one]
      rw [hd', div_self hW]
    | some k => simp [rabiState, singlet, phase]
  constructor
  · intro h
    have hc := fun x => (schrodinger_components D V ψ x).1 (h.2 x)
    -- each root E gives a combination of amplitudes with a single phase
    have mode : ∀ E : ℝ, E ^ 2 = D * E + coupling V ^ 2 → ∀ t,
        E * ψ t none + ∑ k, conj (V k) * ψ t (some k) = E * phase E t := by
      intro E hE t
      have hE' : (E : ℂ) ^ 2 = D * E + (coupling V : ℂ) ^ 2 := by exact_mod_cast hE
      have key := (stationary_phase E).2
        (fun x => E * ψ x none + ∑ k, conj (V k) * ψ x (some k)) (fun x => by
          have hs := HasDerivAt.fun_sum (u := Finset.univ)
            (fun k _ => ((hc x).2 k).const_mul (conj (V k)))
          refine (((hc x).1.const_mul (E : ℂ)).fun_add hs).congr_deriv ?_
          have e : ∑ k, conj (V k) * (-Complex.I * (V k * ψ x none)) =
              (coupling V : ℂ) ^ 2 * (-Complex.I * ψ x none) := by
            rw [← (coupling_spec V).1, Finset.sum_mul]
            exact Finset.sum_congr rfl fun k _ => by ring
          rw [e]
          linear_combination Complex.I * ψ x none * hE') t
      simpa [h.1, singlet] using key
    have hs : ∀ t, ψ t none = rabiState D V t none := by
      intro t
      simp only [rabiState]
      rw [eq_div_iff hW]
      linear_combination mode _ hu t - mode _ hl t - ψ t none * hd'
    funext t o
    cases o with
    | none => exact hs t
    | some k =>
      have hz : ∀ x, HasDerivAt (fun x => ψ x (some k) - rabiState D V x (some k)) 0 x :=
        fun x => (((hc x).2 k).fun_sub (hT k x)).congr_deriv (by rw [hs x]; ring)
      have e := is_const_of_deriv_eq_zero (fun x => (hz x).differentiableAt)
        (fun x => (hz x).deriv) t 0
      simp only [h.1, h0, sub_self] at e
      exact sub_eq_zero.mp e
  · rintro rfl
    refine ⟨h0, fun t => (schrodinger_components D V _ t).2 ⟨?_, fun k => hT k t⟩⟩
    refine (((((stationary_phase (upper D V)).1 t).const_mul (upper D V : ℂ)).fun_sub
      (((stationary_phase (lower D V)).1 t).const_mul (lower D V : ℂ))).div_const
      (splitting D V : ℂ)).congr_deriv ?_
    have e : ∑ k, conj (V k) * rabiState D V t (some k) = (coupling V : ℂ) ^ 2 *
        ((phase (upper D V) t - phase (lower D V) t) / splitting D V) := by
      rw [← (coupling_spec V).1, Finset.sum_mul]
      exact Finset.sum_congr rfl fun k _ => by simp only [rabiState]; ring
    have hu' : (upper D V : ℂ) ^ 2 = D * upper D V + (coupling V : ℂ) ^ 2 := by
      exact_mod_cast hu
    have hl' : (lower D V : ℂ) ^ 2 = D * lower D V + (coupling V : ℂ) ^ 2 := by
      exact_mod_cast hl
    rw [e]
    simp only [rabiState]
    linear_combination (-Complex.I * phase (upper D V) t / splitting D V) * hu' +
      (Complex.I * phase (lower D V) t / splitting D V) * hl'

/-- For nonzero coupling, `W` is positive and the population of the initially filled singlet
is `1 - (4v²/W²) sin²(Wt/2)`. -/
theorem singlet_population {D : ℝ} {V : ι → ℂ} (hV : V ≠ 0) {ψ : ℝ → Option ι → ℂ}
    (h : Evolves D V ψ) :
    0 < splitting D V ∧ ∀ t, ‖ψ t none‖ ^ 2 =
      1 - 4 * coupling V ^ 2 / splitting D V ^ 2 * Real.sin (splitting D V * t / 2) ^ 2 := by
  have hv := (coupling_spec V).2 hV
  have hW : 0 < splitting D V := Real.sqrt_pos.mpr (by positivity)
  obtain ⟨-, -, hd, hp⟩ := level_relations D V
  refine ⟨hW, fun t => ?_⟩
  rw [(evolves_iff hV ψ).1 h]
  simp only [rabiState]
  rw [norm_div, div_pow, interference, Complex.norm_real, Real.norm_eq_abs, sq_abs, hd, hp,
    add_div, div_self (pow_ne_zero 2 hW.ne')]
  ring

/-- The population lost by the initially filled singlet is shared among the triplet sublevels in
proportion to `|V k|²`. -/
theorem sublevel_branching {D : ℝ} {V : ι → ℂ} {ψ : ℝ → Option ι → ℂ}
    (h : Evolves D V ψ) (t : ℝ) (k : ι) :
    coupling V ^ 2 * ‖ψ t (some k)‖ ^ 2 = ‖V k‖ ^ 2 * (1 - ‖ψ t none‖ ^ 2) := by
  by_cases hV : V = 0
  · simp [hV, coupling]
  have h1 := interference 1 1 (upper D V) (lower D V) t
  rw [(level_relations D V).2.2.1] at h1
  simp only [Complex.ofReal_one, one_mul] at h1
  rw [(singlet_population hV h).2 t, (evolves_iff hV ψ).1 h]
  simp only [rabiState]
  rw [norm_div, norm_mul, div_pow, mul_pow, h1, Complex.norm_real, Real.norm_eq_abs, sq_abs]
  ring

/-- At equal singlet energy, two sets of triplet sublevels with the same root-sum-square coupling
give an initially filled singlet the same population at all times. -/
theorem population_eq_of_coupling_eq {D : ℝ} {V : ι → ℂ} {V' : κ → ℂ}
    (hc : coupling V = coupling V') {ψ : ℝ → Option ι → ℂ} {φ : ℝ → Option κ → ℂ}
    (hψ : Evolves D V ψ) (hφ : Evolves D V' φ) (t : ℝ) :
    ‖ψ t none‖ ^ 2 = ‖φ t none‖ ^ 2 := by
  by_cases hV : V = 0
  · have hV' : V' = 0 := by
      by_contra hne
      have hpos := (coupling_spec V').2 hne
      rw [← hc, hV] at hpos
      simp [coupling] at hpos
    subst hV hV'
    -- without coupling both singlet amplitudes follow the same phase
    have e1 := (stationary_phase D).2 (fun x => ψ x none) (fun x => by
      simpa using ((schrodinger_components D 0 ψ x).1 (hψ.2 x)).1) t
    have e2 := (stationary_phase D).2 (fun x => φ x none) (fun x => by
      simpa using ((schrodinger_components D 0 φ x).1 (hφ.2 x)).1) t
    simp only [hψ.1, hφ.1, singlet] at e1 e2
    rw [e1, e2]
  · have hV' : V' ≠ 0 := by
      rintro rfl
      have hpos := (coupling_spec V).2 hV
      rw [hc] at hpos
      simp [coupling] at hpos
    rw [(singlet_population hV hψ).2 t, (singlet_population hV' hφ).2 t]
    simp only [splitting, hc]

/-- A unitary change of the triplet sublevel basis leaves the root-sum-square coupling
unchanged. -/
theorem coupling_unitary [DecidableEq ι] {U : Matrix ι ι ℂ}
    (hU : U ∈ Matrix.unitaryGroup ι ℂ) (V : ι → ℂ) :
    coupling (U *ᵥ V) = coupling V := by
  have key : star (U *ᵥ V) ⬝ᵥ (U *ᵥ V) = star V ⬝ᵥ V := by
    rw [Matrix.star_mulVec, ← Matrix.dotProduct_mulVec, Matrix.mulVec_mulVec,
      ← Matrix.star_eq_conjTranspose, Matrix.mem_unitaryGroup_iff'.1 hU, Matrix.one_mulVec]
  have h2 : (coupling (U *ᵥ V) : ℂ) ^ 2 = (coupling V : ℂ) ^ 2 := by
    rw [← (coupling_spec (U *ᵥ V)).1, ← (coupling_spec V).1]
    exact key
  have h3 : coupling (U *ᵥ V) ^ 2 = coupling V ^ 2 := by exact_mod_cast h2
  exact (sq_eq_sq₀ (Real.sqrt_nonneg _) (Real.sqrt_nonneg _)).1 h3

end IntersystemCrossing
```

```lean
#print axioms IntersystemCrossing.sublevel_branching
#print axioms IntersystemCrossing.population_eq_of_coupling_eq
#print axioms IntersystemCrossing.coupling_unitary
```

```
'IntersystemCrossing.sublevel_branching' depends on axioms: [propext, Classical.choice, Quot.sound]
'IntersystemCrossing.population_eq_of_coupling_eq' depends on axioms: [propext, Classical.choice, Quot.sound]
'IntersystemCrossing.coupling_unitary' depends on axioms: [propext, Classical.choice, Quot.sound]
```
